# Triangular damping keeps a nonnegative plane-wave density nonnegative and conserves its charge

A plane-wave calculation builds the electron density from squared orbitals, so the density contains frequencies up to twice those of the orbitals. Suppose that it has to be stored with fewer frequencies. Deleting the high ones can produce a density that is negative somewhere, which is unphysical and can cause trouble in a functional that takes a fractional power of the density, such as a square root.

A small example is the density of the unnormalised orbital 1 + cos x:

(1 + cos x)² = 3/2 + 2 cos x + (1/2) cos 2x.

Keeping only the frequencies with |k| ≤ 1 leaves 3/2 + 2 cos x, which equals −1/2 at x = π, where the original density is zero. If the coefficients are instead multiplied by max(0, 1 − |k|/2), the result is 3/2 + cos x, which is never below 1/2 and has the same integral over the period. These numbers are worked by hand and do not enter the Lean file, which treats the damping for every nonnegative density with finitely many frequencies.

## Density, weights and kernel

The density takes complex values in the formal development. With `ComplexOrder` open, the inequality 0 ≤ z for a complex number z means that z is real and nonnegative.

```lean
import Mathlib

open Finset
open scoped ComplexOrder

namespace PositiveDensityDamping

noncomputable section
```

The cell is one-dimensional and has length 2π, so the allowed frequencies are the integers k. The plane wave of frequency k is

e_k(x) = exp(i k x).

```lean
/-- The plane wave `exp(i k x)` with integer frequency `k` on a cell of length `2π`. -/
def wave (k : ℤ) (x : ℝ) : ℂ := Complex.exp (Complex.I * k * x)
```

Let S be a finite set of frequencies and c_k complex coefficients. The density is

n(x) = ∑_{k∈S} c_k e_k(x).

In Lean the coefficients are a function `c : ℤ → ℂ`, and its values outside `S` play no role. The set need not be symmetric under k → −k.

```lean
/-- The density with Fourier coefficients `c k` on the finite set `S` of frequencies. -/
def density (S : Finset ℤ) (c : ℤ → ℂ) (x : ℝ) : ℂ := ∑ k ∈ S, c k * wave k x
```

For a natural number M, the damping weight is a triangle in k that equals one at k = 0 and vanishes from |k| = M + 1 onwards:

w_M(k) = max(0, 1 − |k|/(M+1)).

```lean
/-- The triangular damping factor `max(0, 1 - |k|/(M+1))`. -/
def fejerWeight (M : ℕ) (k : ℤ) : ℝ := max 0 (1 - |(k : ℝ)| / (M + 1))
```

The damped coefficients are w_M(k) c_k, and they define the damped density

n_M(x) = ∑_{k∈S} w_M(k) c_k e_k(x),

written `density S (damp M c) x`. For M = 0 only the k = 0 term survives, and n_0 is the constant mean density.

```lean
/-- The Fourier coefficients after multiplication by the triangular damping factor. -/
def damp (M : ℕ) (c : ℤ → ℂ) (k : ℤ) : ℂ := fejerWeight M k * c k
```

The function that will do the averaging in real space is the Fejér kernel

F_M(t) = |∑_{j=0}^{M} e_j(t)|² / (M+1).

It is a squared modulus divided by a positive number, so it is nonnegative at every t.

```lean
/-- The Fejér kernel: the squared modulus of the sum of the plane waves `0, ..., M`,
divided by `M + 1`. -/
def fejerKernel (M : ℕ) (t : ℝ) : ℝ :=
  Complex.normSq (∑ j ∈ range (M + 1), wave (j : ℤ) t) / ((M : ℝ) + 1)
```

## Integrals of plane waves over the cell

Plane waves are continuous, which settles the integrability of every finite combination used below.

```lean
/-- Plane waves are continuous functions of position. -/
theorem continuous_wave (k : ℤ) : Continuous (wave k) := by
  unfold wave
  fun_prop
```

For k = 0 the integrand is one and the integral is 2π. For k ≠ 0,

∫₀^{2π} e_k(t) dt = (exp(2πi k) − 1)/(i k) = 0,

because k is an integer. The Lean proof makes the same case distinction, with `h1` supplying exp(2πi k) = 1. The statement combines both cases in one factor that is 1 if k = 0 and 0 otherwise.

```lean
/-- The integral of a plane wave over the cell is `2π` for `k = 0` and zero otherwise. -/
theorem integral_wave (k : ℤ) :
    ∫ t in (0 : ℝ)..(2 * Real.pi), wave k t
      = 2 * (Real.pi : ℂ) * (if k = 0 then 1 else 0) := by
  by_cases hk : k = 0
  · subst hk
    simp [wave]
  · have hc : Complex.I * (k : ℂ) ≠ 0 :=
      mul_ne_zero Complex.I_ne_zero (Int.cast_ne_zero.mpr hk)
    have h1 : Complex.exp (Complex.I * k * ((2 * Real.pi : ℝ) : ℂ)) = 1 :=
      Complex.exp_eq_one_iff.mpr ⟨k, by push_cast; ring⟩
    unfold wave
    rw [integral_exp_mul_complex hc, h1]
    simp [hk]
```

## Where the triangle comes from

Expanding the squared modulus in F_M will produce a double sum over j and l, and integration will keep only the pairs with k + j − l = 0. They have to be counted.

Fix j between 0 and M. The condition forces l = k + j, so there is one partner if 0 ≤ k + j ≤ M and none otherwise. The admissible j therefore run from max(0, −k) to min(M, M − k). Their number is M + 1 − |k| when |k| ≤ M + 1, and zero for larger |k|. In both cases

number of pairs = (M+1) w_M(k).

In the proof, `inner` carries out the sum over l, `hs` identifies the admissible j as an interval, and `hcard` gives its length. That length is a difference of natural numbers, which Lean sets to zero when it would be negative, just as the maximum does in the weight. The step `hw` matches the two expressions, and `omega` handles the integer inequalities.

```lean
/-- The number of pairs `j, l` in `0, ..., M` with `k + j - l = 0` is `M + 1` times the
triangular damping factor at `k`. -/
theorem count_pairs (M : ℕ) (k : ℤ) :
    ∑ j ∈ range (M + 1), ∑ l ∈ range (M + 1),
      (if k + (j : ℤ) - (l : ℤ) = 0 then (1 : ℂ) else 0)
      = ((M : ℂ) + 1) * (fejerWeight M k : ℂ) := by
  -- for given `j` at most one `l` contributes
  have inner : ∀ j ∈ range (M + 1), ∑ l ∈ range (M + 1),
      (if k + (j : ℤ) - (l : ℤ) = 0 then (1 : ℂ) else 0)
      = if 0 ≤ k + (j : ℤ) ∧ k + (j : ℤ) < (M : ℤ) + 1 then 1 else 0 := by
    intro j _
    split_ifs with h
    · rw [Finset.sum_eq_single (k + (j : ℤ)).toNat]
      · exact if_pos (by omega)
      · intro l _ hl
        exact if_neg (by omega)
      · intro hl
        exact absurd (Finset.mem_range.mpr (by omega)) hl
    · refine Finset.sum_eq_zero fun l hl => ?_
      rw [Finset.mem_range] at hl
      exact if_neg (by omega)
  have hs : (range (M + 1)).filter
      (fun j : ℕ => 0 ≤ k + (j : ℤ) ∧ k + (j : ℤ) < (M : ℤ) + 1)
      = Finset.Ico (-k).toNat (min (M + 1) ((M : ℤ) + 1 - k).toNat) := by
    ext j
    simp only [Finset.mem_filter, Finset.mem_range, Finset.mem_Ico]
    omega
  have hcard : min (M + 1) ((M : ℤ) + 1 - k).toNat - (-k).toNat = M + 1 - k.natAbs := by
    omega
  have hw : ((M + 1 - k.natAbs : ℕ) : ℝ) = ((M : ℝ) + 1) * fejerWeight M k := by
    have ha : |(k : ℝ)| = (k.natAbs : ℝ) := by rw [Nat.cast_natAbs, Int.cast_abs]
    have hp : (0 : ℝ) < (M : ℝ) + 1 := by positivity
    unfold fejerWeight
    rw [ha]
    rcases le_total k.natAbs (M + 1) with h | h
    · have h' : (k.natAbs : ℝ) ≤ (M : ℝ) + 1 := by exact_mod_cast h
      rw [max_eq_right (sub_nonneg.mpr ((div_le_one hp).mpr h')), Nat.cast_sub h,
        mul_sub, mul_div_cancel₀ _ hp.ne']
      push_cast
      ring
    · have h' : (M : ℝ) + 1 ≤ (k.natAbs : ℝ) := by exact_mod_cast h
      rw [max_eq_left (sub_nonpos.mpr ((one_le_div hp).mpr h')),
        Nat.sub_eq_zero_of_le h, Nat.cast_zero, mul_zero]
  rw [Finset.sum_congr rfl inner, Finset.sum_boole, hs, Nat.card_Ico, hcard,
    ← Complex.ofReal_natCast (M + 1 - k.natAbs), hw, Complex.ofReal_mul,
    Complex.ofReal_add, Complex.ofReal_natCast, Complex.ofReal_one]
```

Now write the squared modulus as the sum times its complex conjugate:

e_k(t) F_M(t) = (1/(M+1)) ∑_{j=0}^{M} ∑_{l=0}^{M} e_{k+j−l}(t).

Integrating term by term leaves 2π for each counted pair, hence

∫₀^{2π} e_k(t) F_M(t) dt = (2π/(M+1)) · (M+1) w_M(k) = 2π w_M(k).

The Lean proof establishes the expansion in `h` and the termwise integral in `e`, and then inserts `count_pairs`.

```lean
/-- The Fourier coefficients of the Fejér kernel are the triangular damping factors. -/
theorem fejerKernel_fourier (M : ℕ) (k : ℤ) :
    ∫ t in (0 : ℝ)..(2 * Real.pi), wave k t * (fejerKernel M t : ℂ)
      = 2 * (Real.pi : ℂ) * (fejerWeight M k : ℂ) := by
  have hM : (((M : ℝ) + 1 : ℝ) : ℂ) = (M : ℂ) + 1 := by simp
  have hne : (M : ℂ) + 1 ≠ 0 := Nat.cast_add_one_ne_zero M
  -- expand the squared modulus into a double sum of plane waves
  have h : ∀ t : ℝ, wave k t * (fejerKernel M t : ℂ)
      = (∑ j ∈ range (M + 1), ∑ l ∈ range (M + 1),
          wave (k + (j : ℤ) - (l : ℤ)) t) / ((M : ℂ) + 1) := by
    intro t
    unfold fejerKernel
    rw [Complex.ofReal_div, hM, ← Complex.mul_conj, map_sum, Finset.sum_mul_sum,
      ← mul_div_assoc, Finset.mul_sum]
    congr 1
    refine Finset.sum_congr rfl fun j _ => ?_
    rw [Finset.mul_sum]
    refine Finset.sum_congr rfl fun l _ => ?_
    unfold wave
    rw [← Complex.exp_conj, ← Complex.exp_add, ← Complex.exp_add]
    congr 1
    simp only [map_mul, Complex.conj_I, Complex.conj_ofReal, map_intCast]
    push_cast
    ring
  have e : ∫ t in (0 : ℝ)..(2 * Real.pi), ∑ j ∈ range (M + 1), ∑ l ∈ range (M + 1),
      wave (k + (j : ℤ) - (l : ℤ)) t
      = ∑ j ∈ range (M + 1), ∑ l ∈ range (M + 1),
        2 * (Real.pi : ℂ) * (if k + (j : ℤ) - (l : ℤ) = 0 then 1 else 0) := by
    rw [intervalIntegral.integral_finsetSum fun j _ =>
      (continuous_finsetSum _ fun l _ => continuous_wave _).intervalIntegrable _ _]
    refine Finset.sum_congr rfl fun j _ => ?_
    rw [intervalIntegral.integral_finsetSum fun l _ =>
      (continuous_wave _).intervalIntegrable _ _]
    exact Finset.sum_congr rfl fun l _ => integral_wave _
  simp_rw [h]
  rw [intervalIntegral.integral_div, e]
  simp_rw [← Finset.mul_sum]
  rw [count_pairs]
  field_simp
```

## Damping as an average in real space

Since e_k(x + t) = e_k(x) e_k(t), the shifted density times the kernel is

n(x+t) F_M(t) = ∑_{k∈S} c_k e_k(x) · e_k(t) F_M(t).

Integrating over t and using the previous result gives

∫₀^{2π} n(x+t) F_M(t) dt = ∑_{k∈S} c_k e_k(x) · 2π w_M(k) = 2π n_M(x).

So n_M(x) is an average of the original density around x, with F_M(t)/(2π) as the averaging weight. This identity needs no assumption on the sign of n. In Lean, `h` is the expansion, `hF` and `hi` provide continuity and integrability, and the remaining lines integrate each term.

```lean
/-- The damped density at `x`, times `2π`, is the integral over the cell of the original
density around `x` weighted with the Fejér kernel. -/
theorem damped_eq_average (S : Finset ℤ) (c : ℤ → ℂ) (M : ℕ) (x : ℝ) :
    ∫ t in (0 : ℝ)..(2 * Real.pi), density S c (x + t) * (fejerKernel M t : ℂ)
      = 2 * (Real.pi : ℂ) * density S (damp M c) x := by
  have h : ∀ t : ℝ, density S c (x + t) * (fejerKernel M t : ℂ)
      = ∑ k ∈ S, (c k * wave k x) * (wave k t * (fejerKernel M t : ℂ)) := by
    intro t
    unfold density
    rw [Finset.sum_mul]
    refine Finset.sum_congr rfl fun k _ => ?_
    have hk : wave k (x + t) = wave k x * wave k t := by
      unfold wave
      rw [← Complex.exp_add]
      congr 1
      push_cast
      ring
    rw [hk]
    ring
  have hF : Continuous (fejerKernel M) :=
    (Complex.continuous_normSq.comp
      (continuous_finsetSum _ fun j _ => continuous_wave _)).div_const _
  have hi : ∀ k ∈ S, IntervalIntegrable
      (fun t : ℝ => (c k * wave k x) * (wave k t * (fejerKernel M t : ℂ)))
      MeasureTheory.volume 0 (2 * Real.pi) := fun k _ =>
    (continuous_const.mul ((continuous_wave k).mul
      (Complex.continuous_ofReal.comp hF))).intervalIntegrable _ _
  simp_rw [h]
  rw [intervalIntegral.integral_finsetSum hi]
  unfold density
  rw [Finset.mul_sum]
  refine Finset.sum_congr rfl fun k _ => ?_
  rw [intervalIntegral.integral_const_mul, fejerKernel_fourier]
  unfold damp
  ring
```

It is the sign of the kernel in real space that protects the density, and not the sign of the weights in frequency space. The two are readily confused, because the weights w_M(k) are nonnegative as well. Sharp truncation shows the difference: its weights are 1 and 0, also nonnegative, yet it produced −1/2 in the example above. The corresponding kernel for |k| ≤ 1 is 1 + 2 cos t, which is negative at t = π.

## Nonnegativity and charge

The hypothesis `hn` says that n(y) is real and nonnegative at every real y, between grid points as well as on them. The coefficients with k ≠ 0 may still be negative or complex, whereas the zero-frequency coefficient is the mean density and is therefore real and nonnegative when 0 belongs to S. Under this hypothesis the theorem states, for every natural M, that n_M(x) is real and nonnegative at every x, and that n_M and n have the same integral over the cell. That integral is the total charge, counted in electrons.

For the first part, n(x+t) ≥ 0 and F_M(t) ≥ 0 give

n_M(x) = (1/2π) ∫₀^{2π} n(x+t) F_M(t) dt ≥ 0.

An integral can be compared with zero most directly when its integrand is real. Lean therefore replaces the density by its real part, which `hre` justifies from the hypothesis. The step `hA` rewrites the averaging identity with this real integral, `hI` shows that the integral is nonnegative, and `key` multiplies it by 1/(2π).

For the second part, only the zero frequency contributes to an integral over the cell. If 0 belongs to S, then

∫₀^{2π} n_M(x) dx = 2π w_M(0) c_0 = 2π c_0 = ∫₀^{2π} n(x) dx,

and if 0 does not belong to S, both integrals vanish. The step `hint` evaluates the integral for arbitrary coefficients `d`, and the two sides are then compared frequency by frequency. This half of the argument makes no use of `hn`.

```lean
/-- If a plane-wave density is real and nonnegative everywhere, then triangular damping of
its coefficients keeps it nonnegative everywhere and leaves its total charge unchanged. -/
theorem damped_nonneg_and_charge (S : Finset ℤ) (c : ℤ → ℂ)
    (hn : ∀ y, 0 ≤ density S c y) (M : ℕ) :
    (∀ x, 0 ≤ density S (damp M c) x) ∧
      ∫ x in (0 : ℝ)..(2 * Real.pi), density S (damp M c) x
        = ∫ x in (0 : ℝ)..(2 * Real.pi), density S c x := by
  constructor
  · -- the damped density is an average with a nonnegative kernel
    intro x
    have hpi : (0 : ℝ) < 2 * Real.pi := by positivity
    have hpc : 2 * (Real.pi : ℂ) ≠ 0 := by exact_mod_cast hpi.ne'
    have hre : ∀ y, ((density S c y).re : ℂ) = density S c y := fun y =>
      Complex.ext (by simp) (by simpa using (Complex.le_def.mp (hn y)).2)
    have hA : ((∫ t in (0 : ℝ)..(2 * Real.pi),
        (density S c (x + t)).re * fejerKernel M t : ℝ) : ℂ)
        = 2 * (Real.pi : ℂ) * density S (damp M c) x := by
      rw [← damped_eq_average, ← intervalIntegral.integral_ofReal]
      simp only [Complex.ofReal_mul, hre]
    have hI : 0 ≤ ∫ t in (0 : ℝ)..(2 * Real.pi),
        (density S c (x + t)).re * fejerKernel M t :=
      intervalIntegral.integral_nonneg hpi.le fun t _ =>
        mul_nonneg (by simpa using (Complex.le_def.mp (hn (x + t))).1)
          (div_nonneg (Complex.normSq_nonneg _) (by positivity))
    have key := mul_nonneg (Complex.zero_le_real.mpr (inv_nonneg.mpr hpi.le))
      (Complex.zero_le_real.mpr hI)
    have e : (((2 * Real.pi)⁻¹ : ℝ) : ℂ) * (2 * (Real.pi : ℂ) * density S (damp M c) x)
        = density S (damp M c) x := by
      push_cast
      exact inv_mul_cancel_left₀ hpc _
    rwa [hA, e] at key
  · -- only the zero frequency carries charge, and its damping factor is one
    have hint : ∀ d : ℤ → ℂ, ∫ x in (0 : ℝ)..(2 * Real.pi), density S d x
        = ∑ k ∈ S, d k * (2 * (Real.pi : ℂ) * (if k = 0 then 1 else 0)) := by
      intro d
      have hi : ∀ k ∈ S, IntervalIntegrable (fun x : ℝ => d k * wave k x)
          MeasureTheory.volume 0 (2 * Real.pi) := fun k _ =>
        (continuous_const.mul (continuous_wave k)).intervalIntegrable _ _
      unfold density
      rw [intervalIntegral.integral_finsetSum hi]
      refine Finset.sum_congr rfl fun k _ => ?_
      rw [intervalIntegral.integral_const_mul, integral_wave]
    rw [hint, hint]
    refine Finset.sum_congr rfl fun k _ => ?_
    by_cases hk : k = 0
    · subst hk
      simp [damp, fejerWeight]
    · simp [hk]

end

end PositiveDensityDamping
```

```lean
#print axioms PositiveDensityDamping.damped_nonneg_and_charge
-- 'PositiveDensityDamping.damped_nonneg_and_charge' depends on axioms: [propext, Classical.choice, Quot.sound]
```

For plane-wave electronic structure this provides a low-pass filter that creates no negative regions and loses no electrons, for a one-dimensional periodic density that is nonnegative everywhere and has finitely many Fourier components. The filter also reduces the coefficients of the nonzero frequencies that it keeps, so the density is smoothed and not merely cut off. The theorem puts no bound on the difference between n_M and n, and it does not address densities on a three-dimensional cell or with infinitely many frequencies.
